# The logarithmic deficit of the Lyman Gaunt factor as a power series in 1/n²

For the Lyman lines of non-relativistic hydrogen, the Gaunt factor corrects Kramers' semiclassical oscillator strength, and its logarithmic deficit is the logarithm of its series-limit value divided by its value for the line 1 → n. The file takes this deficit as an explicit function of x = 1/n, without deriving it from the hydrogen wavefunctions. The lemma states that, for every real x with 0 < x < 1, the series with terms (2k+1)/((k+1)(2k+3)) · x^(2k+2), k = 0, 1, 2, …, converges to that function. The proof takes the known series for log(1+x) − log(1−x), multiplies it by 2/x, removes its leading term 4, and subtracts the series for −log(1−x²). It then uses `convert` to match the result with the claim, term by term and in the total.

The failing Lean file:

```lean
import Mathlib

open Filter Topology

namespace LymanGauntFactor

noncomputable section

/-- Logarithmic deficit of the Gaunt factor as a function of `x = 1/n`, for `0 < x < 1`. -/
def gauntDeficit (x : ℝ) : ℝ :=
  2 / x * (Real.log (1 + x) - Real.log (1 - x)) + Real.log (1 - x ^ 2) - 4

/-- The logarithmic deficit is a power series in `x²` with positive coefficients. -/
theorem hasSum_gauntDeficit {x : ℝ} (hx : 0 < x) (hx1 : x < 1) :
    HasSum (fun k : ℕ => (2 * (k : ℝ) + 1) / (((k : ℝ) + 1) * (2 * k + 3)) * x ^ (2 * k + 2))
      (gauntDeficit x) := by
  have h1 := (Real.hasSum_log_sub_log_of_abs_lt_one
    (abs_lt.2 ⟨by linarith, hx1⟩ : |x| < 1)).mul_left (2 / x)
  have hsq : |x ^ 2| < 1 := by
    rw [abs_of_pos (by positivity)]
    nlinarith
  -- the leading term of the first series is the constant 4
  convert ((hasSum_nat_add_iff' 1).2 h1).sub (Real.hasSum_pow_div_log_of_abs_lt_one hsq) using 1
  · funext k
    have e1 : x ^ (2 * (k + 1) + 1) = x ^ (2 * k + 2) * x := pow_succ x (2 * k + 2)
    have e2 : (x ^ 2) ^ (k + 1) = x ^ (2 * k + 2) := (pow_mul x 2 (k + 1)).symm
    have e3 : 2 * ((k + 1 : ℕ) : ℝ) + 1 = 2 * k + 3 := by
      push_cast
      ring
    change _ = 2 / x * (2 * (1 / (2 * ((k + 1 : ℕ) : ℝ) + 1)) * x ^ (2 * (k + 1) + 1))
      - (x ^ 2) ^ (k + 1) / ((k : ℝ) + 1)
    rw [e1, e2, e3]
    field_simp
    ring
  · have h0 : 2 / x * (2 * (1 / (2 * ((0 : ℕ) : ℝ) + 1)) * x ^ (2 * 0 + 1)) = 4 := by
      calc _ = 4 * (x / x) := by
            push_cast
            ring
        _ = 4 := by rw [div_self hx.ne', mul_one]
    rw [Finset.sum_range_one, h0]
    unfold gauntDeficit
    ring

end

end LymanGauntFactor
```

Compiling this gives:

```
Main.lean:24:4: error: Tactic `apply` failed: could not unify the conclusion of `@funext`
  ?f = ?g
with the goal
  Real.instAddCommMonoid = Real.instAddCommGroup.toAddCommMonoid

Note: The full type of `@funext` is
  ∀ {α : Sort ?u.100} {β : α → Sort ?u.99} {f g : (x : α) → β x}, (∀ (x : α), f x = g x) → f = g

case e'_3
x : ℝ
hx : 0 < x
hx1 : x < 1
h1 :
  HasSum (fun i => 2 / x * (2 * (1 / (2 * ↑i + 1)) * x ^ (2 * i + 1))) (2 / x * (Real.log (1 + x) - Real.log (1 - x)))
hsq : |x ^ 2| < 1
⊢ Real.instAddCommMonoid = Real.instAddCommGroup.toAddCommMonoid
Main.lean:40:8: error: Tactic `rewrite` failed: Did not find an occurrence of the pattern
  ∑ k ∈ Finset.range 1, ?f k
in the target expression
  (fun k => (2 * ↑k + 1) / ((↑k + 1) * (2 * ↑k + 3)) * x ^ (2 * k + 2)) = fun b =>
    2 / x * (2 * (1 / (2 * ↑(b + 1) + 1)) * x ^ (2 * (b + 1) + 1)) - (x ^ 2) ^ (b + 1) / (↑b + 1)

case e'_5
x : ℝ
hx : 0 < x
hx1 : x < 1
h1 :
  HasSum (fun i => 2 / x * (2 * (1 / (2 * ↑i + 1)) * x ^ (2 * i + 1))) (2 / x * (Real.log (1 + x) - Real.log (1 - x)))
hsq : |x ^ 2| < 1
h0 : 2 / x * (2 * (1 / (2 * ↑0 + 1)) * x ^ (2 * 0 + 1)) = 4
⊢ (fun k => (2 * ↑k + 1) / ((↑k + 1) * (2 * ↑k + 3)) * x ^ (2 * k + 2)) = fun b =>
    2 / x * (2 * (1 / (2 * ↑(b + 1) + 1)) * x ^ (2 * (b + 1) + 1)) - (x ^ 2) ^ (b + 1) / (↑b + 1)
Main.lean:16:26: error: unsolved goals
case e'_6
x : ℝ
hx : 0 < x
hx1 : x < 1
h1 :
  HasSum (fun i => 2 / x * (2 * (1 / (2 * ↑i + 1)) * x ^ (2 * i + 1))) (2 / x * (Real.log (1 + x) - Real.log (1 - x)))
hsq : |x ^ 2| < 1
⊢ gauntDeficit x =
    2 / x * (Real.log (1 + x) - Real.log (1 - x)) -
        ∑ i ∈ Finset.range 1, 2 / x * (2 * (1 / (2 * ↑i + 1)) * x ^ (2 * i + 1)) -
      -Real.log (1 - x ^ 2)
```

This version goes through:

```diff
@@ -22,4 +22,5 @@
   -- the leading term of the first series is the constant 4
   convert ((hasSum_nat_add_iff' 1).2 h1).sub (Real.hasSum_pow_div_log_of_abs_lt_one hsq) using 1
+  · rfl
   · funext k
     have e1 : x ^ (2 * (k + 1) + 1) = x ^ (2 * k + 2) * x := pow_succ x (2 * k + 2)
```

The proof provides two bullets after `convert … using 1`, one for the terms and one for the total, but `convert` leaves three goals. The extra one comes first and asks that two additive structures on the reals be equal: `Real.instAddCommMonoid`, used in the statement, and the one obtained from `Real.instAddCommGroup`, which enters because subtracting series needs a group.

Each bullet therefore meets the wrong goal. `funext` fails because the first goal is not an equality of functions. The second bullet, written for the total, receives the equality of terms, where `Finset.sum_range_one` finds no finite sum to rewrite. The equality of totals is left with no bullet, hence the "unsolved goals" error.

The added `· rfl` closes the first goal, since the two structures are equal by definition. The original bullets then meet the goals they were written for, and they work unchanged.
